# Site-centred fourfold rotation in the Qi-Wu-Zhang model: for $u \neq \pm 2$ the lower-band rotation eigenvalues at $(0,0)$ and $(\pi,\pi)$ agree exactly when $|u| > 2$

Let $\sigma_x, \sigma_y, \sigma_z$ be the Pauli matrices, $u$ a real parameter and $(k_x,k_y)$ a crystal momentum. The Qi-Wu-Zhang Bloch matrix

$$H(k_x,k_y) = \sin k_x\,\sigma_x + \sin k_y\,\sigma_y + (u + \cos k_x + \cos k_y)\,\sigma_z$$

and the matrix $U = e^{-i\pi\sigma_z/4}$ satisfy $U H(k_x,k_y) U^\dagger = H(-k_y,k_x)$ for all real $u, k_x, k_y$. For $u \neq -2$ and $u \neq 2$, negative-energy eigenvectors of $H$ exist at $(0,0)$ and at $(\pi,\pi)$, those at $(0,0)$ are eigenvectors of $U$ with a common eigenvalue $\alpha$, those at $(\pi,\pi)$ with a common eigenvalue $\beta$, and $\alpha = \beta$ holds if and only if $|u| > 2$.

## Two orbitals on a square lattice

The model describes non-interacting particles on a square lattice with two orbitals per site, treated as the two components $\psi_0, \psi_1$ of a pseudospin. The lattice constant is 1, and energies are measured in units of twice the nearest-neighbour hopping amplitude, which is the same along $x$ and $y$: a hopping matrix element of magnitude $1/2$ between neighbouring sites produces the terms $\cos k$ and $\sin k$ with coefficient 1. The parameter $u$ is half the on-site energy difference between the two orbitals. The equality of the two hoppings is what allows a fourfold symmetry.

The rotation centre is a lattice site, which is the choice that makes the internal part $U$ of the rotation independent of momentum; a quarter turn about a plaquette centre differs by a translation through one lattice constant, which multiplies the eigenvalue at $(\pi,\pi)$ by $-1$ and leaves the one at $(0,0)$ unchanged. A quarter turn acts on momentum by $R(k_x,k_y) = (-k_y,k_x)$. On the pseudospin, a rotation by the angle $\theta$ about $z$ is $e^{-i\theta\sigma_z/2}$, and $\theta = \pi/2$ gives $U$. Two momenta play a special part: $\Gamma = (0,0)$ is fixed by $R$, and $M = (\pi,\pi)$ goes to $(-\pi,\pi)$, which differs from $M$ by a reciprocal lattice vector and has the same Bloch matrix. At these points a non-degenerate level carries a definite eigenvalue of $U$.

In electronic-structure work, rotation eigenvalues of the occupied states at such momenta serve as indicators of band inversion, and in this non-interacting, two-band, one-parameter model they can be found in closed form. The link between these eigenvalues and the Chern number of the lower band is not among the statements proved below.

## The rotation matrix and its action on the Pauli matrices

For a complex number $z$ the matrix $z\sigma_z = \mathrm{diag}(z,-z)$ is diagonal, its powers are $\mathrm{diag}(z^n,(-z)^n)$, and the exponential series sums entry by entry to

$$e^{z\sigma_z} = \mathrm{diag}(e^{z}, e^{-z}).$$

Put $\omega = e^{i\pi/4}$, with complex conjugate $\bar\omega = e^{-i\pi/4}$. Then $\omega^2 = e^{i\pi/2} = i$, $\omega\bar\omega = 1$ and $\bar\omega^2 = -i$. Taking $z = -i\pi/4$,

$$U = \mathrm{diag}(\bar\omega, \omega), \qquad U^\dagger = \mathrm{diag}(\omega, \bar\omega), \qquad U^\dagger U = \mathrm{diag}(\omega\bar\omega, \bar\omega\omega) = 1.$$

For a matrix with complex entries $a,b,c,d$, multiplying the rows by the entries of $U$ and the columns by those of $U^\dagger$ gives

$$U \begin{pmatrix} a & b \\ c & d \end{pmatrix} U^\dagger = \begin{pmatrix} \bar\omega\omega\, a & \bar\omega^2\, b \\ \omega^2\, c & \omega\bar\omega\, d \end{pmatrix} = \begin{pmatrix} a & -i b \\ i c & d \end{pmatrix}.$$

For $\sigma_x$, with $b = c = 1$, the new off-diagonal entries are $-i$ and $i$, which is $\sigma_y$. For $\sigma_y$, with $b = -i$ and $c = i$, they are $(-i)(-i) = -1$ and $i \cdot i = -1$, which is $-\sigma_x$. The diagonal matrix $\sigma_z$ is unchanged.

## Covariance under the quarter turn

Conjugation is linear, so it acts on $H$ term by term:

$$U H(k_x,k_y) U^\dagger = \sin k_x\,\sigma_y - \sin k_y\,\sigma_x + (u + \cos k_x + \cos k_y)\,\sigma_z .$$

At the rotated momentum, $\sin(-k_y) = -\sin k_y$ and $\cos(-k_y) = \cos k_y$ give

$$H(-k_y,k_x) = -\sin k_y\,\sigma_x + \sin k_x\,\sigma_y + (u + \cos k_y + \cos k_x)\,\sigma_z ,$$

and the two right-hand sides are equal.

Eigenvectors are carried along. Suppose $\psi \neq 0$ and $H(k_x,k_y)\psi = E\psi$ with a real energy $E < 0$. Then

$$H(-k_y,k_x)\,U\psi = U H(k_x,k_y) U^\dagger U \psi = U H(k_x,k_y)\psi = E\,U\psi ,$$

and $U\psi \neq 0$, since $U^\dagger(U\psi) = \psi$. So $U\psi$ is a negative-energy eigenvector at the rotated momentum.

## The mass term at $\Gamma$ and $M$

At both momenta the sines vanish. The cosines are $1$ at $\Gamma$ and $-1$ at $M$, so

$$H(0,0) = (u+2)\,\sigma_z, \qquad H(\pi,\pi) = (u-2)\,\sigma_z .$$

Both have the form $m\sigma_z$ with a real mass $m$ and levels $\pm m$. The conditions $u \neq -2$ and $u \neq 2$ say that $m \neq 0$ at $\Gamma$ and at $M$, that is, that the two bands do not touch at these momenta.

Take $m \neq 0$. If $m < 0$ the vector $(1,0)$ has energy $m$, and if $m > 0$ the vector $(0,1)$ has energy $-m$; in both cases a negative-energy eigenvector exists. Conversely, let $m\sigma_z\psi = E\psi$ with $E < 0$. The two components read

$$m\psi_0 = E\psi_0, \qquad -m\psi_1 = E\psi_1 .$$

If $m > 0$ then $m - E > 0$, and $(m-E)\psi_0 = 0$ forces $\psi_0 = 0$. Hence $\psi = (0,\psi_1)$ and $U\psi = (0,\omega\psi_1) = \omega\psi$. If $m < 0$ then $m + E < 0$, and $(m+E)\psi_1 = 0$ forces $\psi_1 = 0$. Hence $\psi = (\psi_0,0)$ and $U\psi = \bar\omega\psi$.

The two possible eigenvalues are distinct: $\omega = \bar\omega$ would turn $\omega\bar\omega = 1$ into $\omega^2 = 1$, against $\omega^2 = i$. The comparison of $\alpha$ with $\beta$ is therefore a comparison of the signs of $u+2$ and $u-2$:

| range of $u$ | sign of $u+2$ | sign of $u-2$ | $\alpha$ | $\beta$ |
|---|---|---|---|---|
| $u < -2$ | $-$ | $-$ | $\bar\omega$ | $\bar\omega$ |
| $-2 < u < 2$ | $+$ | $-$ | $\omega$ | $\bar\omega$ |
| $u > 2$ | $+$ | $+$ | $\omega$ | $\omega$ |

The combination $u+2 < 0$ with $u-2 > 0$ is impossible. The eigenvalues agree in the first and third rows, where $|u| > 2$, and differ in the middle row, where the orbital character of the lower level is exchanged between $\Gamma$ and $M$.

## The theorems in words

All matrices have type `Matrix (Fin 2) (Fin 2) ℂ` and vectors have type `Fin 2 → ℂ`, with components `ψ 0` and `ψ 1` matching $\psi_0$ and $\psi_1$; component 0 has $\sigma_z = +1$. The definition `bloch u kx ky` is $H(k_x,k_y)$ at parameter $u$, with real coefficients and with momenta that are arbitrary real numbers, not classes modulo $2\pi$. `U` is defined through `NormedSpace.exp` as a matrix exponential, so the diagonal form is a theorem and not part of the definition. `Uᴴ` is $U^\dagger$, `conj ω` is $\bar\omega$, `*ᵥ` applies a matrix to a vector and `•` is multiplication by a scalar.

`IsLower H ψ` says that $\psi \neq 0$ and that $H\psi = E\psi$ for some real $E < 0$. No normalisation is imposed. At a point where $H = m\sigma_z$, the normalised vectors with this property are $(0,1)$ for $m > 0$ and $(1,0)$ for $m < 0$, each up to a phase, and the $U$ eigenvalue does not depend on the norm or the phase.

`bloch_rotation` is the covariance identity, with no hypothesis on $u$, $k_x$, $k_y$. It fixes the sense of rotation: the sign in $e^{-i\pi\sigma_z/4}$ goes with $(k_x,k_y) \mapsto (-k_y,k_x)$. `isLower_rotate` says that `U *ᵥ ψ` is a negative-energy eigenvector at $(-k_y,k_x)$ whenever `ψ` is one at $(k_x,k_y)$.

`rotation_eigenvalues` assumes `hu₁ : u ≠ -2` and `hu₂ : u ≠ 2` and asserts that there are complex numbers `α` and `β` with five properties: a negative-energy eigenvector exists at $(0,0)$; one exists at $(\pi,\pi)$; every one at $(0,0)$ satisfies $U\psi = \alpha\psi$; every one at $(\pi,\pi)$, written $\varphi$, satisfies $U\varphi = \beta\varphi$; and `α = β ↔ 2 < |u|`. The values $\omega$ and $\bar\omega$ of the table do not appear in this statement. They are stated in `lower_of_mass` for a general mass.

The theorems concern a $2\times 2$ matrix as a function of momentum. The real-space lattice Hamiltonian and the rotation operator acting on it are not constructed, and the reading of $U$ as the internal part of a lattice rotation is physical interpretation. The main theorem looks at two momenta only. It holds at $u = 0$, where it gives $\alpha \neq \beta$, although $H(\pi,0) = u\,\sigma_z$ vanishes there, so $u \neq \pm 2$ does not mean that the band structure is gapped everywhere.

## An empty condition at $u = \pm 2$

The quantifiers invite an error. Since $\alpha$ and $\beta$ are introduced by "there exist", they have physical meaning only if the other clauses determine them. A clause of the form "every negative-energy eigenvector $\varphi$ has $U\varphi = \beta\varphi$" determines $\beta$ once a single such $\varphi$ exists, because $\beta\varphi = \beta'\varphi$ with $\varphi \neq 0$ gives $\beta = \beta'$ for any second candidate $\beta'$. At $u = 2$ the matrix $H(\pi,\pi)$ is zero, it has no negative-energy eigenvector, and every complex number satisfies the clause. A version of the theorem that omitted the two hypotheses on $u$ together with the two existence clauses would look more general, and at $u = 2$ it would be satisfied by picking any $\beta \neq \alpha$, which says nothing about the bands. The same happens to $\alpha$ at $u = -2$. With the existence clauses in place, the final equivalence is about uniquely fixed numbers.

## The Lean file

```lean
import Mathlib

open Matrix Complex ComplexConjugate
open scoped Real

namespace QWZFourfoldRotation

noncomputable section

/-- Pauli matrix `σx`. -/
def σx : Matrix (Fin 2) (Fin 2) ℂ := !![0, 1; 1, 0]

/-- Pauli matrix `σy`. -/
def σy : Matrix (Fin 2) (Fin 2) ℂ := !![0, -I; I, 0]

/-- Pauli matrix `σz`. -/
def σz : Matrix (Fin 2) (Fin 2) ℂ := !![1, 0; 0, -1]

/-- Qi-Wu-Zhang Bloch matrix `sin kx σx + sin ky σy + (u + cos kx + cos ky) σz`. -/
def bloch (u kx ky : ℝ) : Matrix (Fin 2) (Fin 2) ℂ :=
  Real.sin kx • σx + Real.sin ky • σy + (u + Real.cos kx + Real.cos ky) • σz

/-- The rotation operator `U = exp(-i π σz / 4)`, a matrix exponential. -/
def U : Matrix (Fin 2) (Fin 2) ℂ := NormedSpace.exp ((-((π : ℂ) / 4 * I)) • σz)

/-- The phase `ω = exp(i π / 4)`. -/
def ω : ℂ := Complex.exp ((π : ℂ) / 4 * I)

/-- `ψ` is a nonzero eigenvector of `H` with a real, strictly negative energy. -/
def IsLower (H : Matrix (Fin 2) (Fin 2) ℂ) (ψ : Fin 2 → ℂ) : Prop :=
  ψ ≠ 0 ∧ ∃ E : ℝ, E < 0 ∧ H *ᵥ ψ = E • ψ

/-- The exponential of `z σz` is `diag(e^z, e^{-z})`. -/
theorem exp_smul_σz (z : ℂ) :
    NormedSpace.exp (z • σz) = !![Complex.exp z, 0; 0, Complex.exp (-z)] := by
  have h : z • σz = diagonal ![z, -z] := by
    ext i j
    fin_cases i <;> fin_cases j <;> simp [σz]
  rw [h, Matrix.exp_diagonal]
  ext i j
  fin_cases i <;> fin_cases j <;> simp [Pi.coe_exp, Complex.exp_eq_exp_ℂ]

/-- The phase obeys `conj ω = exp(-iπ/4)`, `ω² = i`, `ω conj ω = 1` and `(conj ω)² = -i`. -/
theorem ω_facts :
    conj ω = Complex.exp (-((π : ℂ) / 4 * I)) ∧ ω * ω = I ∧ ω * conj ω = 1 ∧
      conj ω * conj ω = -I := by
  have h1 : ω * ω = I := by
    unfold ω
    rw [← Complex.exp_add,
      show ((π : ℂ) / 4 * I + (π : ℂ) / 4 * I) = (π : ℂ) / 2 * I by ring, Complex.exp_mul_I]
    simp
  have h2 : conj ω = Complex.exp (-((π : ℂ) / 4 * I)) := by
    unfold ω
    rw [← Complex.exp_conj]
    congr 1
    simp [Complex.conj_ofReal, map_ofNat]
  refine ⟨h2, h1, ?_, ?_⟩
  · rw [h2]
    unfold ω
    rw [← Complex.exp_add, add_neg_cancel, Complex.exp_zero]
  · rw [← map_mul, h1, Complex.conj_I]

/-- Explicit form: `U = diag(conj ω, ω)` and `U† = diag(ω, conj ω)`. -/
theorem U_eq : U = !![conj ω, 0; 0, ω] ∧ Uᴴ = !![ω, 0; 0, conj ω] := by
  have h : U = !![conj ω, 0; 0, ω] := by
    rw [ω_facts.1]
    unfold U ω
    rw [exp_smul_σz, neg_neg]
  refine ⟨h, ?_⟩
  rw [h]
  ext i j
  fin_cases i <;> fin_cases j <;> simp [conjTranspose_apply]

/-- The rotation operator satisfies `U† U = 1`. -/
theorem U_unitary : Uᴴ * U = 1 := by
  have h3 := ω_facts.2.2.1
  have h3' : conj ω * ω = 1 := by rw [mul_comm, h3]
  rw [U_eq.2, U_eq.1]
  ext i j
  fin_cases i <;> fin_cases j <;> simp [Matrix.mul_apply, Fin.sum_univ_two, h3, h3']

/-- Conjugation by `U` keeps the diagonal entries of a matrix and multiplies the upper and
lower off-diagonal entries by `-i` and `i`. -/
theorem U_conj (a b c d : ℂ) :
    U * !![a, b; c, d] * Uᴴ = !![a, -I * b; I * c, d] := by
  obtain ⟨-, h1, h3, h4⟩ := ω_facts
  rw [U_eq.2, U_eq.1]
  ext i j
  fin_cases i <;> fin_cases j <;> simp [Matrix.mul_apply, Fin.sum_univ_two]
  all_goals
    first
      | linear_combination a * h3
      | linear_combination b * h4
      | linear_combination c * h1
      | linear_combination d * h3

/-- Conjugation by `U` maps `σx` to `σy`, `σy` to `-σx`, and `σz` to itself. -/
theorem U_pauli : U * σx * Uᴴ = σy ∧ U * σy * Uᴴ = -σx ∧ U * σz * Uᴴ = σz := by
  unfold σx σy σz
  refine ⟨?_, ?_, ?_⟩ <;> rw [U_conj] <;> ext i j <;> fin_cases i <;> fin_cases j <;> simp

/-- Fourfold rotation covariance: `U H(kx, ky) U† = H(-ky, kx)`. -/
theorem bloch_rotation (u kx ky : ℝ) : U * bloch u kx ky * Uᴴ = bloch u (-ky) kx := by
  obtain ⟨hx, hy, hz⟩ := U_pauli
  simp only [bloch, mul_add, add_mul, mul_smul_comm, smul_mul_assoc, hx, hy, hz,
    Real.sin_neg, Real.cos_neg]
  module

/-- `U` carries a negative-energy eigenvector at `(kx, ky)` to a negative-energy eigenvector
at `(-ky, kx)`. -/
theorem isLower_rotate {u kx ky : ℝ} {ψ : Fin 2 → ℂ} (h : IsLower (bloch u kx ky) ψ) :
    IsLower (bloch u (-ky) kx) (U *ᵥ ψ) := by
  obtain ⟨hne, E, hE, hψ⟩ := h
  refine ⟨fun h0 => hne ?_, E, hE, ?_⟩
  · have h1 : Uᴴ *ᵥ (U *ᵥ ψ) = ψ := by
      rw [Matrix.mulVec_mulVec, U_unitary, Matrix.one_mulVec]
    rw [← h1, h0, Matrix.mulVec_zero]
  · rw [← bloch_rotation, Matrix.mulVec_mulVec, mul_assoc, U_unitary, mul_one,
      ← Matrix.mulVec_mulVec, hψ, Matrix.mulVec_smul]

/-- For `m ≠ 0` the matrix `m σz` has a negative-energy eigenvector, and each one is an
eigenvector of `U` with eigenvalue `ω` if `m > 0` and `conj ω` otherwise. -/
theorem lower_of_mass {m : ℝ} (hm : m ≠ 0) :
    (∃ ψ, IsLower (m • σz) ψ) ∧
      ∀ ψ, IsLower (m • σz) ψ → U *ᵥ ψ = (if 0 < m then ω else conj ω) • ψ := by
  constructor
  · rcases lt_or_gt_of_ne hm with h | h
    · refine ⟨![1, 0], fun h0 => ?_, m, h, ?_⟩
      · simpa using congrFun h0 0
      · ext i
        fin_cases i <;> simp [σz, Matrix.mulVec, dotProduct, Fin.sum_univ_two]
    · refine ⟨![0, 1], fun h0 => ?_, -m, by linarith, ?_⟩
      · simpa using congrFun h0 1
      · ext i
        fin_cases i <;> simp [σz, Matrix.mulVec, dotProduct, Fin.sum_univ_two]
  · rintro ψ ⟨-, E, hE, hψ⟩
    have h0 : (m : ℂ) * ψ 0 = E * ψ 0 := by
      simpa [σz, Matrix.mulVec, dotProduct, Fin.sum_univ_two] using congrFun hψ 0
    have h1 : -((m : ℂ) * ψ 1) = E * ψ 1 := by
      simpa [σz, Matrix.mulVec, dotProduct, Fin.sum_univ_two] using congrFun hψ 1
    by_cases h : 0 < m
    · -- positive mass: the spin-up component vanishes
      have hc : ((m : ℂ) - E) ≠ 0 := by
        exact_mod_cast (show m - E ≠ 0 from ne_of_gt (by linarith))
      have hz : ψ 0 = 0 :=
        (mul_eq_zero.mp (show ((m : ℂ) - E) * ψ 0 = 0 by
          linear_combination h0)).resolve_left hc
      rw [if_pos h, U_eq.1]
      ext i
      fin_cases i <;> simp [Matrix.mulVec, dotProduct, Fin.sum_univ_two, hz]
    · -- negative mass: the spin-down component vanishes
      have hle : m ≤ 0 := not_lt.mp h
      have hc : ((m : ℂ) + E) ≠ 0 := by
        exact_mod_cast (show m + E ≠ 0 from ne_of_lt (by linarith))
      have hz : ψ 1 = 0 :=
        (mul_eq_zero.mp (show ((m : ℂ) + E) * ψ 1 = 0 by
          linear_combination -h1)).resolve_left hc
      rw [if_neg h, U_eq.1]
      ext i
      fin_cases i <;> simp [Matrix.mulVec, dotProduct, Fin.sum_univ_two, hz]

/-- For `u ≠ ±2` negative-energy eigenvectors exist at `(0,0)` and at `(π,π)`, those at `(0,0)`
share a `U` eigenvalue `α` and those at `(π,π)` share a `U` eigenvalue `β`.
The two eigenvalues agree exactly when `|u| > 2`. -/
theorem rotation_eigenvalues {u : ℝ} (hu₁ : u ≠ -2) (hu₂ : u ≠ 2) :
    ∃ α β : ℂ,
      (∃ ψ, IsLower (bloch u 0 0) ψ) ∧ (∃ φ, IsLower (bloch u π π) φ) ∧
      (∀ ψ, IsLower (bloch u 0 0) ψ → U *ᵥ ψ = α • ψ) ∧
      (∀ φ, IsLower (bloch u π π) φ → U *ᵥ φ = β • φ) ∧
      (α = β ↔ 2 < |u|) := by
  -- at both momenta only the mass term survives
  have hG : bloch u 0 0 = (u + 2) • σz := by
    simp only [bloch, Real.sin_zero, Real.cos_zero]
    module
  have hM : bloch u π π = (u - 2) • σz := by
    simp only [bloch, Real.sin_pi, Real.cos_pi]
    module
  have hne : ω ≠ conj ω := by
    intro h
    have h3 := ω_facts.2.2.1
    rw [← h, ω_facts.2.1] at h3
    simpa using congrArg Complex.im h3
  obtain ⟨eG, vG⟩ := lower_of_mass (show u + 2 ≠ 0 from fun h => hu₁ (by linarith))
  obtain ⟨eM, vM⟩ := lower_of_mass (show u - 2 ≠ 0 from fun h => hu₂ (by linarith))
  rw [hG, hM]
  refine ⟨_, _, eG, eM, vG, vM, ?_⟩
  -- compare the signs of the masses `u + 2` and `u - 2`
  by_cases h1 : 0 < u + 2 <;> by_cases h2 : 0 < u - 2
  · rw [if_pos h1, if_pos h2]
    exact iff_of_true rfl (lt_abs.mpr (Or.inl (by linarith)))
  · rw [if_pos h1, if_neg h2]
    have h2' := not_lt.mp h2
    exact iff_of_false hne (not_lt.mpr (abs_le.mpr ⟨by linarith, by linarith⟩))
  · exact absurd (by linarith) h1
  · rw [if_neg h1, if_neg h2]
    have h1' := not_lt.mp h1
    have hlt : u < -2 := lt_of_le_of_ne (by linarith) hu₁
    exact iff_of_true rfl (lt_abs.mpr (Or.inr (by linarith)))

end

end QWZFourfoldRotation
```

```lean
#print axioms QWZFourfoldRotation.isLower_rotate
-- 'QWZFourfoldRotation.isLower_rotate' depends on axioms: [propext, Classical.choice, Quot.sound]
#print axioms QWZFourfoldRotation.rotation_eigenvalues
-- 'QWZFourfoldRotation.rotation_eigenvalues' depends on axioms: [propext, Classical.choice, Quot.sound]
```

## From the exponential to the covariance identity

`exp_smul_σz` first rewrites `z • σz` as `diagonal ![z, -z]` and applies `Matrix.exp_diagonal`, which plays the part of summing the series entry by entry. The remaining step identifies the general exponential on $\mathbb{C}$ with `Complex.exp`. Throughout, `ext i j` followed by `fin_cases` reduces an equation of matrices to its four entries.

`ω_facts` collects the four properties of the phase. For $\omega^2 = i$ the exponents are added, and `Complex.exp_mul_I` turns $e^{i\pi/2}$ into $\cos(\pi/2) + i\sin(\pi/2)$. The formula for $\bar\omega$ comes from `Complex.exp_conj`, the product $\omega\bar\omega = 1$ from cancelling exponents, and $\bar\omega^2 = -i$ from conjugating $\omega^2 = i$. `U_eq` inserts $z = -i\pi/4$ and reads off both diagonal forms. `U_unitary` proves $U^\dagger U = 1$, the order of the product that is needed later.

`U_conj` is the conjugation formula for a general matrix. After the products are expanded, each entry is one of the phase relations multiplied by a matrix element, and `linear_combination` says which: `b * h4` is $\bar\omega^2 = -i$ times $b$, `c * h1` is $\omega^2 = i$ times $c$, and the diagonal entries use $\omega\bar\omega = 1$. `U_pauli` applies this three times.

In `bloch_rotation`, `simp only` distributes the conjugation over the sum, moves the real coefficients outside, substitutes the three Pauli relations and uses `Real.sin_neg` and `Real.cos_neg`. What remains is the comparison of the two right-hand sides displayed earlier, and `module` closes it by matching the coefficients of $\sigma_x$, $\sigma_y$, $\sigma_z$. `isLower_rotate` keeps the same energy `E`. It recovers $\psi$ as $U^\dagger(U\psi)$ to exclude $U\psi = 0$, and its final chain of rewrites is the displayed computation of $H(-k_y,k_x)U\psi$.

## From the sign of the mass to the equivalence

`lower_of_mass` has two halves. The first supplies the witnesses `![1, 0]` with energy `m` and `![0, 1]` with energy `-m`. The second extracts the component equations `h0` and `h1` and splits on `0 < m`. In each branch `hc` states that the factor $m - E$ or $m + E$ is nonzero, proved as a real inequality and then cast to $\mathbb{C}$, and `mul_eq_zero` yields the vanishing component `hz`. The diagonal form of $U$ then gives the eigenvalue `if 0 < m then ω else conj ω`. The hypothesis `hm` enters only in the first half, since $m \le 0$ and $E < 0$ already give $m + E < 0$.

`rotation_eigenvalues` begins with `hG` and `hM`, the forms $(u+2)\sigma_z$ and $(u-2)\sigma_z$, and with `hne`, which derives $i = 1$ from $\omega = \bar\omega$ and refutes it by taking imaginary parts. Two uses of `lower_of_mass` deliver the first four clauses, and the underscores in `refine` let Lean fill in $\alpha$ and $\beta$ as the corresponding conditional expressions. The case split on the signs of $u+2$ and $u-2$ reproduces the table. With both positive, the two sides of the equivalence are true because $u > 2$. With $u+2$ positive and $u-2$ not, both sides are false, by `hne` and by $|u| \le 2$. The third case is contradictory. In the last, $u \le -2$ is sharpened to $u < -2$ by `hu₁`, and both sides are true again. This argument computes the action of $U$ directly on the eigenvectors and uses neither `bloch_rotation` nor `isLower_rotate`; those two theorems establish that $U$ implements the quarter turn at every momentum.
